# The singlet state has CHSH expectation −2√2 for suitable spin directions

The theorem concerns two spins one half in the singlet (e₀₁ − e₁₀)/√2 and the CHSH operator a·σ ⊗ (b + b′)·σ + a′·σ ⊗ (b − b′)·σ, where σ is the vector of Pauli matrices. For a = z, a′ = x, b = (z + x)/√2 and b′ = (z − x)/√2 it states that the expectation, defined as the real part of ⟨ψ, Mψ⟩, is −2√2. It also states that the singlet has squared norm 1 and that b and b′ are unit vectors. The proof takes from an earlier lemma that the singlet is an eigenvector of this operator with eigenvalue −2√2, so that once the norm is known the expectation is the eigenvalue. The norm itself is to be found by writing out the sum over components with `simp` and finishing with `linear_combination`.

The failing Lean file:

```lean
import Mathlib

open Matrix
open scoped Kronecker ComplexOrder

namespace SingletExpectChsh

noncomputable section

/-- The three Pauli matrices, in the order x, y, z. -/
def pauli : Fin 3 → Matrix (Fin 2) (Fin 2) ℂ :=
  ![!![0, 1; 1, 0], !![0, -Complex.I; Complex.I, 0], !![1, 0; 0, -1]]

/-- The spin component `v·σ` along a real vector `v`. -/
def spin (v : Fin 3 → ℝ) : Matrix (Fin 2) (Fin 2) ℂ := ∑ i, (v i : ℂ) • pauli i

/-- The CHSH operator `a·σ ⊗ (b + b')·σ + a'·σ ⊗ (b - b')·σ`. -/
def chsh (a a' b b' : Fin 3 → ℝ) : Matrix (Fin 2 × Fin 2) (Fin 2 × Fin 2) ℂ :=
  spin a ⊗ₖ spin (b + b') + spin a' ⊗ₖ spin (b - b')

/-- The real part of `⟨ψ, M ψ⟩` for a two-spin vector `ψ`. -/
def expect (ψ : Fin 2 × Fin 2 → ℂ) (M : Matrix (Fin 2 × Fin 2) (Fin 2 × Fin 2) ℂ) : ℝ :=
  (star ψ ⬝ᵥ M *ᵥ ψ).re

/-- The singlet `(e₀₁ - e₁₀)/√2`. -/
def singlet : Fin 2 × Fin 2 → ℂ :=
  fun p => !![0, ((√2 / 2 : ℝ) : ℂ); -((√2 / 2 : ℝ) : ℂ), 0] p.1 p.2

/-- With `a = z`, `a' = x`, `b = (z + x)/√2`, `b' = (z - x)/√2`, the singlet is an eigenvector
of the CHSH operator with eigenvalue `-2√2`. -/
theorem chsh_mulVec_singlet :
    chsh ![0, 0, 1] ![1, 0, 0] ![√2 / 2, 0, √2 / 2] ![-(√2 / 2), 0, √2 / 2] *ᵥ singlet =
      ((-(2 * √2) : ℝ) : ℂ) • singlet := by
  have hp : (![√2 / 2, 0, √2 / 2] + ![-(√2 / 2), 0, √2 / 2] : Fin 3 → ℝ) = ![0, 0, √2] := by
    ext i
    fin_cases i <;> simp
  have hm : (![√2 / 2, 0, √2 / 2] - ![-(√2 / 2), 0, √2 / 2] : Fin 3 → ℝ) = ![√2, 0, 0] := by
    ext i
    fin_cases i <;> simp
  rw [chsh, hp, hm]
  ext ⟨i, j⟩
  fin_cases i <;> fin_cases j <;>
    simp [spin, pauli, singlet, Matrix.mulVec, dotProduct, Fintype.sum_prod_type,
      Fin.sum_univ_two, Fin.sum_univ_three] <;> ring

/-- The singlet is normalised, the directions `(z ± x)/√2` are unit vectors, and with `a = z`,
`a' = x` the singlet expectation of the CHSH operator is `-2√2`. -/
theorem singlet_expect_chsh :
    star singlet ⬝ᵥ singlet = 1 ∧
    (![√2 / 2, 0, √2 / 2] : Fin 3 → ℝ) ⬝ᵥ ![√2 / 2, 0, √2 / 2] = 1 ∧
    (![-(√2 / 2), 0, √2 / 2] : Fin 3 → ℝ) ⬝ᵥ ![-(√2 / 2), 0, √2 / 2] = 1 ∧
    expect singlet (chsh ![0, 0, 1] ![1, 0, 0] ![√2 / 2, 0, √2 / 2] ![-(√2 / 2), 0, √2 / 2]) =
      -(2 * √2) := by
  have h : √2 * √2 = 2 := Real.mul_self_sqrt (by norm_num)
  have hc : ((√2 : ℝ) : ℂ) * ((√2 : ℝ) : ℂ) = 2 := by
    rw [← Complex.ofReal_mul, h, Complex.ofReal_ofNat]
  have hs : star singlet ⬝ᵥ singlet = 1 := by
    simp [singlet, dotProduct, Fintype.sum_prod_type, Fin.sum_univ_two]
    linear_combination hc / 2
  refine ⟨hs, ?_, ?_, ?_⟩
  · simp only [dotProduct, Fin.sum_univ_three, Matrix.cons_val]
    linear_combination h / 2
  · simp only [dotProduct, Fin.sum_univ_three, Matrix.cons_val]
    linear_combination h / 2
  · rw [expect, chsh_mulVec_singlet, dotProduct_smul, hs, smul_eq_mul, mul_one,
      Complex.ofReal_re]

end

end SingletExpectChsh
```

Lean reports:

```
Main.lean:59:4: error: ring failed, ring expressions not equal
h : √2 * √2 = 2
hc : ↑√2 * ↑√2 = 2
⊢ ↑√2 ^ 2 * (-1 / 2) + ↑√2 ^ 2 * ((starRingEnd ℂ) 2)⁻¹ = 0
```

The repair, with which the file compiles:

```diff
@@ -53,9 +53,17 @@
       -(2 * √2) := by
   have h : √2 * √2 = 2 := Real.mul_self_sqrt (by norm_num)
-  have hc : ((√2 : ℝ) : ℂ) * ((√2 : ℝ) : ℂ) = 2 := by
-    rw [← Complex.ofReal_mul, h, Complex.ofReal_ofNat]
+  -- the squared norm for a general real amplitude s
+  have hgen : ∀ s : ℝ,
+      star (fun p : Fin 2 × Fin 2 => !![0, (s : ℂ); -(s : ℂ), 0] p.1 p.2) ⬝ᵥ
+        (fun p : Fin 2 × Fin 2 => !![0, (s : ℂ); -(s : ℂ), 0] p.1 p.2) =
+      ((2 * (s * s) : ℝ) : ℂ) := by
+    intro s
+    simp [dotProduct, Fintype.sum_prod_type, Fin.sum_univ_two]
+    ring
+  have hv : 2 * (√2 / 2 * (√2 / 2)) = 1 := by linear_combination h / 2
   have hs : star singlet ⬝ᵥ singlet = 1 := by
-    simp [singlet, dotProduct, Fintype.sum_prod_type, Fin.sum_univ_two]
-    linear_combination hc / 2
+    have h1 := hgen (√2 / 2)
+    rw [hv, Complex.ofReal_one] at h1
+    exact h1
   refine ⟨hs, ?_, ?_, ?_⟩
   · simp only [dotProduct, Fin.sum_univ_three, Matrix.cons_val]
```

The error is in `hs`, the normalisation of the singlet. The goal that `ring` could not close contains `(starRingEnd ℂ) 2`, the complex conjugate of the number 2. The amplitude is the real number `√2 / 2` cast to ℂ. `simp` split the cast into a quotient and took the conjugate of numerator and denominator separately; it removed the conjugation from `↑√2` but left it on the 2. The remaining equation is true, but `ring` does not know that conjugation fixes 2 and treats the conjugate as an unknown quantity.

The repair computes the squared norm first for an arbitrary real amplitude `s`, in `hgen`. There the cast is of a single variable, with no quotient to split, and the conjugate of `(s : ℂ)` is simply `(s : ℂ)`. The value `√2 / 2` is put in only afterwards, when no conjugate is left to simplify, and `hv` shows in the real numbers that the result is 1. The old `hc`, the complex form of √2 · √2 = 2, is no longer needed and is dropped.
